# The inverse of the type-I Anderson Jacobian when $X^TR$ is invertible

The stored history is represented here by two arbitrary real matrices, $X$ and $R$, which need not come from an actual iteration. The rows are indexed by a finite set $n$ of unknowns and the columns by a finite set $m$ of history entries. In a code, a column of $X$ is a difference of two iterates, and the same column of $R$ is the difference of their residuals. The condition on the history is that the small square matrix $X^TR$ is invertible; full column rank of $X$ then follows.

For a mixing parameter $b\ne0$, define

$$J=-\frac1b I+\Bigl(R+\frac1bX\Bigr)(X^TX)^{-1}X^T .$$

If $X^TR$ is invertible, then $JX=R$, and $J$ is invertible with

$$J^{-1}=G:=-bI+(X+bR)(X^TR)^{-1}X^T .$$

## The small linear system behind an SCF update

Let $x$ be the current density or potential, written as a real vector, and let $r$ be its residual, output minus input. With this sign, simple mixing is $x+br$. A type-I Anderson step in a self-consistent field calculation with finitely many real unknowns and scalar mixing solves an $|m|\times|m|$ system for $y$ and then updates:

$$X^T(r-Ry)=0,\qquad x_{\rm new}=x-Xy+b(r-Ry).$$

The formula for $G$ shows that this equals the quasi-Newton step $x-J^{-1}r$, so the $|n|\times|n|$ matrix $J$ need not be formed or factorised.

With an empty history, $X^TR$ is the $0\times0$ matrix, which is invertible. Then $J=-I/b$, and the update reduces to simple mixing, $x+br$.

## From the secant condition to the inverse

Write $S=X^TR$ and $M=X^TX$.

**Rank.** If $Xv=0$, then $S^Tv=R^TXv=0$, so $v=0$ because $S^T$ is invertible. Hence $X$ has full column rank. If $Mv=0$, then $\|Xv\|^2=v^TMv=0$, so $Xv=0$ and again $v=0$. Hence $M$ is invertible.

**Secant condition.** Multiplying $J$ by $X$ gives

$$JX=-\frac1bX+\Bigl(R+\frac1bX\Bigr)M^{-1}M=R.$$

**Inverse.** Set $A=(R+X/b)M^{-1}X^T$ and $B=RS^{-1}X^T$, so that $J=-I/b+A$. The secant condition gives $JXS^{-1}X^T=B$. Also,

$$JRS^{-1}X^T=-\frac1bB+\Bigl(R+\frac1bX\Bigr)M^{-1}SS^{-1}X^T=-\frac1bB+A.$$

Therefore

$$JG=-bJ+B+b\Bigl(-\frac1bB+A\Bigr)=I-bA+B-B+bA=I.$$

Since the matrices are square, $G$ is a two-sided inverse.

**Breakdown criterion.** Now assume only that $X$ has full column rank. Since $-bJ=I-(X+bR)M^{-1}X^T$, the identity $\det(I-CD)=\det(I-DC)$ gives

$$\det(-bJ)\det M=\det\bigl(I-X^T(X+bR)M^{-1}\bigr)\det M=\det(M-M-bS).$$

Taking out the scalar factors,

$$(-b)^{|n|}\det J\,\det M=(-b)^{|m|}\det S.$$

As $b$ and $\det M$ are nonzero, $J$ is invertible exactly when $S$ is.

Full rank of both histories is not enough. For $X=(1,0)^T$ and $R=(0,1)^T$, $S=0$ and

$$J=\begin{pmatrix}0&0\\1&-1/b\end{pmatrix},$$

which is singular.

**Update.** The projected condition reads $Sy=X^Tr$, so its unique solution is $y=S^{-1}X^Tr$. Then $Gr=-br+Xy+bRy$, and subtracting this from $x$ gives the mixing update.

## The identities in Lean

```lean
import Mathlib

open Matrix

namespace TypeIAndersonMixing

noncomputable section

variable {n m : Type*} [Fintype n] [DecidableEq n] [Fintype m] [DecidableEq m]

/-- The type-I multisecant Jacobian built from iterate differences `X`, residual
differences `R` and the mixing parameter `b`. -/
def jacobian (b : ℝ) (X R : Matrix n m ℝ) : Matrix n n ℝ :=
  (-b⁻¹) • (1 : Matrix n n ℝ) + (R + b⁻¹ • X) * (Xᵀ * X)⁻¹ * Xᵀ

/-- The closed formula `-b I + (X + b R) (Xᵀ R)⁻¹ Xᵀ` of type-I Anderson mixing. -/
def inverseJacobian (b : ℝ) (X R : Matrix n m ℝ) : Matrix n n ℝ :=
  (-b) • (1 : Matrix n n ℝ) + (X + b • R) * (Xᵀ * R)⁻¹ * Xᵀ

omit [DecidableEq n] in
/-- If the iterate differences have full column rank, their Gram matrix has
invertible determinant. -/
theorem gram_det_isUnit {X : Matrix n m ℝ} (hX : Function.Injective X.mulVec) :
    IsUnit (Xᵀ * X).det := by
  rw [← Matrix.isUnit_iff_isUnit_det, ← Matrix.mulVec_injective_iff_isUnit]
  intro v w h
  have h' : (Xᵀ * X) *ᵥ v = (Xᵀ * X) *ᵥ w := h
  -- the squared length of `X (v - w)` vanishes
  have h0 : (X *ᵥ (v - w)) ⬝ᵥ (X *ᵥ (v - w)) = 0 := by
    rw [Matrix.dotProduct_mulVec, ← Matrix.mulVec_transpose, Matrix.mulVec_mulVec,
      Matrix.mulVec_sub, h', sub_self, zero_dotProduct]
  have h1 : X *ᵥ (v - w) = 0 := dotProduct_self_eq_zero.mp h0
  rw [Matrix.mulVec_sub, sub_eq_zero] at h1
  exact hX h1

omit [DecidableEq n] in
/-- If `Xᵀ R` is invertible, the iterate differences `X` have full column rank. -/
theorem fullRank_of_isUnit {X R : Matrix n m ℝ} (h : IsUnit (Xᵀ * R)) :
    Function.Injective X.mulVec := by
  have h2 : IsUnit (Rᵀ * X) := by
    have e : Rᵀ * X = (Xᵀ * R)ᵀ := by
      rw [Matrix.transpose_mul, Matrix.transpose_transpose]
    rw [Matrix.isUnit_iff_isUnit_det, e, Matrix.det_transpose]
    exact (Matrix.isUnit_iff_isUnit_det _).mp h
  intro v w hvw
  have hvw' : X *ᵥ v = X *ᵥ w := hvw
  apply Matrix.mulVec_injective_iff_isUnit.mpr h2
  change (Rᵀ * X) *ᵥ v = (Rᵀ * X) *ᵥ w
  rw [← Matrix.mulVec_mulVec, ← Matrix.mulVec_mulVec, hvw']

/-- Multisecant condition: if the iterate differences have full column rank, the Jacobian maps every
stored iterate difference to the corresponding residual difference. -/
theorem jacobian_mul (b : ℝ) {X : Matrix n m ℝ} (R : Matrix n m ℝ)
    (hX : Function.Injective X.mulVec) : jacobian b X R * X = R := by
  unfold jacobian
  rw [Matrix.add_mul, Matrix.mul_assoc _ Xᵀ X, Matrix.mul_assoc _ _ (Xᵀ * X),
    Matrix.nonsing_inv_mul _ (gram_det_isUnit hX), Matrix.mul_one, Matrix.smul_mul,
    Matrix.one_mul]
  module

/-- For `b ≠ 0` and invertible `Xᵀ R`, the type-I Jacobian times the closed formula is the identity.
-/
theorem jacobian_mul_inverseJacobian {b : ℝ} (hb : b ≠ 0) {X R : Matrix n m ℝ}
    (h : IsUnit (Xᵀ * R)) : jacobian b X R * inverseJacobian b X R = 1 := by
  have hdet := (Matrix.isUnit_iff_isUnit_det _).mp h
  -- the action of the Jacobian on the residual differences
  have hJR : jacobian b X R * R * (Xᵀ * R)⁻¹ =
      (-b⁻¹) • (R * (Xᵀ * R)⁻¹) + (R + b⁻¹ • X) * (Xᵀ * X)⁻¹ := by
    unfold jacobian
    rw [Matrix.add_mul, Matrix.add_mul, Matrix.smul_mul, Matrix.smul_mul, Matrix.one_mul,
      Matrix.mul_assoc _ Xᵀ R, Matrix.mul_assoc _ (Xᵀ * R) _,
      Matrix.mul_nonsing_inv _ hdet, Matrix.mul_one]
  have key : ∀ A B : Matrix n n ℝ,
      (-b) • ((-b⁻¹) • (1 : Matrix n n ℝ) + A) + (B + b • ((-b⁻¹) • B + A)) = 1 := by
    intro A B
    simp only [smul_add, neg_smul, smul_neg, smul_smul, neg_neg, neg_mul,
      mul_inv_cancel₀ hb, one_smul]
    abel
  calc jacobian b X R * inverseJacobian b X R
      = (-b) • jacobian b X R + (jacobian b X R * X * (Xᵀ * R)⁻¹
          + b • (jacobian b X R * R * (Xᵀ * R)⁻¹)) * Xᵀ := by
        unfold inverseJacobian
        simp only [Matrix.mul_add, Matrix.add_mul, Matrix.mul_smul, Matrix.smul_mul,
          Matrix.mul_one, Matrix.mul_assoc]
    _ = 1 := by
        rw [jacobian_mul b R (fullRank_of_isUnit h), hJR, Matrix.add_mul, Matrix.smul_mul,
          Matrix.add_mul, Matrix.smul_mul]
        exact key ((R + b⁻¹ • X) * (Xᵀ * X)⁻¹ * Xᵀ) _

/-- Type-I Anderson mixing: for `b ≠ 0` and invertible `Xᵀ R`, the multisecant Jacobian
satisfies `J X = R`, is invertible, and its inverse is `-b I + (X + b R) (Xᵀ R)⁻¹ Xᵀ`. -/
theorem typeI_anderson {b : ℝ} (hb : b ≠ 0) {X R : Matrix n m ℝ} (h : IsUnit (Xᵀ * R)) :
    jacobian b X R * X = R ∧ IsUnit (jacobian b X R) ∧
      (jacobian b X R)⁻¹ = inverseJacobian b X R := by
  have hJG := jacobian_mul_inverseJacobian hb h
  exact ⟨jacobian_mul b R (fullRank_of_isUnit h),
    ⟨⟨_, _, hJG, mul_eq_one_comm.mp hJG⟩, rfl⟩, Matrix.inv_eq_right_inv hJG⟩

/-- For `b ≠ 0` and iterate differences of full column rank, an identity that expresses the
determinant of the type-I Jacobian through the small matrices `Xᵀ X` and `Xᵀ R`. -/
theorem jacobian_det {b : ℝ} (hb : b ≠ 0) {X : Matrix n m ℝ} (R : Matrix n m ℝ)
    (hX : Function.Injective X.mulVec) :
    (-b) ^ Fintype.card n * (jacobian b X R).det * (Xᵀ * X).det =
      (-b) ^ Fintype.card m * (Xᵀ * R).det := by
  have h1 : (-b) • jacobian b X R =
      1 - (b • (R + b⁻¹ • X)) * (Xᵀ * X)⁻¹ * Xᵀ := by
    unfold jacobian
    rw [Matrix.smul_mul, Matrix.smul_mul, smul_add, smul_smul, neg_mul_neg,
      mul_inv_cancel₀ hb, one_smul, neg_smul, sub_eq_add_neg]
  have h2 : b • (R + b⁻¹ • X) = X + b • R := by
    rw [smul_add, smul_smul, mul_inv_cancel₀ hb, one_smul, add_comm]
  -- after exchanging the factors only an `m` by `m` determinant is left
  have h3 : (1 - Xᵀ * ((X + b • R) * (Xᵀ * X)⁻¹)) * (Xᵀ * X) = (-b) • (Xᵀ * R) := by
    rw [Matrix.sub_mul, Matrix.one_mul, Matrix.mul_assoc Xᵀ, Matrix.mul_assoc (X + b • R),
      Matrix.nonsing_inv_mul _ (gram_det_isUnit hX), Matrix.mul_one, Matrix.mul_add,
      Matrix.mul_smul]
    module
  rw [← Matrix.det_smul, h1, h2, Matrix.det_one_sub_mul_comm, ← Matrix.det_mul, h3,
    Matrix.det_smul]

/-- For iterate differences of full column rank, the type-I Jacobian is invertible
exactly when `Xᵀ R` is. -/
theorem jacobian_isUnit_iff {b : ℝ} (hb : b ≠ 0) {X : Matrix n m ℝ} (R : Matrix n m ℝ)
    (hX : Function.Injective X.mulVec) :
    IsUnit (jacobian b X R) ↔ IsUnit (Xᵀ * R) := by
  have h := jacobian_det hb R hX
  have hg : (Xᵀ * X).det ≠ 0 := (gram_det_isUnit hX).ne_zero
  have hp : ∀ k : ℕ, (-b) ^ k ≠ 0 := fun k => pow_ne_zero k (neg_ne_zero.mpr hb)
  rw [Matrix.isUnit_iff_isUnit_det, Matrix.isUnit_iff_isUnit_det, isUnit_iff_ne_zero,
    isUnit_iff_ne_zero]
  constructor
  · intro hJ h0
    rw [h0, mul_zero] at h
    exact mul_ne_zero (mul_ne_zero (hp _) hJ) hg h
  · intro hR h0
    rw [h0, mul_zero, zero_mul] at h
    exact mul_ne_zero (hp _) hR h.symm

/-- Breakdown example in two dimensions: the single columns `X = (1, 0)ᵀ` and `R = (0, 1)ᵀ` both
have full column rank, but for `b ≠ 0` their type-I Jacobian is not invertible. -/
theorem breakdown {b : ℝ} (hb : b ≠ 0) :
    Function.Injective (!![1; 0] : Matrix (Fin 2) (Fin 1) ℝ).mulVec ∧
    Function.Injective (!![0; 1] : Matrix (Fin 2) (Fin 1) ℝ).mulVec ∧
    ¬ IsUnit (jacobian b (!![1; 0] : Matrix (Fin 2) (Fin 1) ℝ) !![0; 1]) := by
  have hX : (!![1; 0] : Matrix (Fin 2) (Fin 1) ℝ)ᵀ *
      (!![1; 0] : Matrix (Fin 2) (Fin 1) ℝ) = 1 := by
    ext i j
    fin_cases i; fin_cases j
    simp [Matrix.mul_apply, Fin.sum_univ_succ]
  have hR : (!![0; 1] : Matrix (Fin 2) (Fin 1) ℝ)ᵀ *
      (!![0; 1] : Matrix (Fin 2) (Fin 1) ℝ) = 1 := by
    ext i j
    fin_cases i; fin_cases j
    simp [Matrix.mul_apply, Fin.sum_univ_succ]
  have hXR : (!![1; 0] : Matrix (Fin 2) (Fin 1) ℝ)ᵀ *
      (!![0; 1] : Matrix (Fin 2) (Fin 1) ℝ) = 0 := by
    ext i j
    fin_cases i; fin_cases j
    simp [Matrix.mul_apply, Fin.sum_univ_succ]
  have iX : Function.Injective (!![1; 0] : Matrix (Fin 2) (Fin 1) ℝ).mulVec :=
    fullRank_of_isUnit (R := (!![1; 0] : Matrix (Fin 2) (Fin 1) ℝ))
      (by rw [hX]; exact isUnit_one)
  have iR : Function.Injective (!![0; 1] : Matrix (Fin 2) (Fin 1) ℝ).mulVec :=
    fullRank_of_isUnit (R := (!![0; 1] : Matrix (Fin 2) (Fin 1) ℝ))
      (by rw [hR]; exact isUnit_one)
  refine ⟨iX, iR, ?_⟩
  rw [jacobian_isUnit_iff hb _ iX, hXR]
  exact not_isUnit_zero

omit [DecidableEq n] in
/-- If `Xᵀ R` is invertible, the projected condition `Xᵀ (r - R y) = 0` has exactly one solution
`y`, namely `(Xᵀ R)⁻¹ Xᵀ r`. -/
theorem projected_condition_iff {X R : Matrix n m ℝ} (h : IsUnit (Xᵀ * R))
    (r : n → ℝ) (y : m → ℝ) :
    Xᵀ *ᵥ (r - R *ᵥ y) = 0 ↔ y = (Xᵀ * R)⁻¹ *ᵥ (Xᵀ *ᵥ r) := by
  have hdet := (Matrix.isUnit_iff_isUnit_det _).mp h
  rw [Matrix.mulVec_sub, Matrix.mulVec_mulVec y, sub_eq_zero]
  constructor
  · intro hy
    rw [hy, Matrix.mulVec_mulVec y, Matrix.nonsing_inv_mul _ hdet, Matrix.one_mulVec]
  · intro hy
    rw [hy, Matrix.mulVec_mulVec (Xᵀ *ᵥ r), Matrix.mul_nonsing_inv _ hdet,
      Matrix.one_mulVec]

/-- For `b ≠ 0` and invertible `Xᵀ R`, the quasi-Newton step with the type-I Jacobian is the mixing
update `x - X y + b (r - R y)`, where `y` makes the remaining residual orthogonal to the iterate
differences. -/
theorem quasiNewton_step {b : ℝ} (hb : b ≠ 0) {X R : Matrix n m ℝ} (h : IsUnit (Xᵀ * R))
    (x r : n → ℝ) (y : m → ℝ) (hy : Xᵀ *ᵥ (r - R *ᵥ y) = 0) :
    x - (jacobian b X R)⁻¹ *ᵥ r = x - X *ᵥ y + b • (r - R *ᵥ y) := by
  have hy' := (projected_condition_iff h r y).mp hy
  have hG : inverseJacobian b X R *ᵥ r = (-b) • r + (X *ᵥ y + b • (R *ᵥ y)) := by
    unfold inverseJacobian
    rw [Matrix.add_mulVec, Matrix.smul_mulVec, Matrix.one_mulVec, ← Matrix.mulVec_mulVec,
      ← Matrix.mulVec_mulVec, ← hy', Matrix.add_mulVec, Matrix.smul_mulVec]
  rw [(typeI_anderson hb h).2.2, hG]
  module

end

end TypeIAndersonMixing
```

```lean
#print axioms TypeIAndersonMixing.typeI_anderson
#print axioms TypeIAndersonMixing.breakdown
#print axioms TypeIAndersonMixing.quasiNewton_step
```

```
'TypeIAndersonMixing.typeI_anderson' depends on axioms: [propext, Classical.choice, Quot.sound]
'TypeIAndersonMixing.breakdown' depends on axioms: [propext, Classical.choice, Quot.sound]
'TypeIAndersonMixing.quasiNewton_step' depends on axioms: [propext, Classical.choice, Quot.sound]
```

## Exact invertibility, without a convergence claim

The definitions `jacobian` and `inverseJacobian` are $J$ and $G$. `Matrix n m ℝ` is the type of the history matrices, `*ᵥ` is matrix–vector multiplication, and `IsUnit (Xᵀ * R)` says that $X^TR$ is invertible. Full column rank is written `Function.Injective X.mulVec`: different coefficient vectors give different combinations of the columns.

The main theorem, `typeI_anderson`, takes `b ≠ 0` and `IsUnit (Xᵀ * R)` and returns three facts: the secant condition, invertibility of $J$, and the formula for its inverse. Its rank inputs are `fullRank_of_isUnit` and `gram_det_isUnit`, which follow the two rank arguments above. `jacobian_mul` cancels the Gram matrix $X^TX$ to obtain $JX=R$.

In `jacobian_mul_inverseJacobian`, the step `hJR` computes the action of $J$ on the residual differences. The `calc` block expands $JG$, and `key` performs the final cancellation for arbitrary matrices $A$ and $B$. `typeI_anderson` then uses `mul_eq_one_comm` to turn the right inverse into a two-sided one.

`jacobian_det` uses `Matrix.det_one_sub_mul_comm` for the determinant exchange, and `jacobian_isUnit_iff`, whose hypotheses are `b ≠ 0` and full column rank of $X$, reads off the breakdown criterion. `breakdown` applies it to the two-dimensional example for every nonzero $b$. Finally, `projected_condition_iff` establishes existence and uniqueness of $y$, and `quasiNewton_step` identifies the two forms of the update.

These are statements in exact real arithmetic, with the Euclidean inner product and a scalar $b$. Complex unknowns, weighted inner products and matrix preconditioners are not covered. Invertibility of $X^TR$ is assumed of the history, not derived from properties of the SCF map, and it puts no bound on the condition number: a nearly singular $X^TR$ satisfies the hypothesis but can still give an inaccurate floating-point solve. Nor do the theorems say that $J$ is close to the true Jacobian of the residual, that a step reduces the residual, or that the iteration converges.
